# Logarithmic fall of the regularized electron splitting function's moments at large n

When an electron emits a collinear photon and keeps a fraction z of its momentum, the unregularized kernel, without its coupling factor, is (1 + z²)/(1 − z). The n-th moment is the integral of (zⁿ − 1) times this kernel over z from 0 to 1, where the −1 is the virtual loss term that cancels the soft pole at z = 1. `moment_asymptotics` states that, as the natural number n goes to infinity, this moment plus 2 ln(n + 1) tends to 3/2 − 2γ, with γ the Euler–Mascheroni constant. The attempt takes the closed form of the moments proved just before, recognises its sum as the harmonic number H_{n+1}, and uses the known limit of H_m − ln m, which is γ.

The first attempt, which Lean rejects:

```lean
import Mathlib

open Filter Topology MeasureTheory

namespace MomentAsymptotics

noncomputable section

/-- The unregularized kernel for an electron that keeps the momentum fraction `z ≠ 1` after
emitting a collinear photon, without the coupling factor. -/
def electronSplitting (z : ℝ) : ℝ := (1 + z ^ 2) / (1 - z)

/-- The `n`-th moment of the regularized electron splitting function: real emission weighted
by `z ^ n`, minus the virtual loss term weighted by `1`. -/
def moment (n : ℕ) : ℝ := ∫ z in (0 : ℝ)..1, (z ^ n - 1) * electronSplitting z

/-- Away from `z = 1` the virtual term cancels the soft pole, and the integrand of the `n`-th
moment is a polynomial. -/
theorem integrand_eq (n : ℕ) {z : ℝ} (hz : z ≠ 1) :
    (z ^ n - 1) * electronSplitting z
      = -∑ k ∈ Finset.range n, (z ^ k + z ^ (k + 2)) := by
  have h : (∑ k ∈ Finset.range n, z ^ k) * (z - 1) = z ^ n - 1 := geom_sum_mul z n
  have hs : ∑ k ∈ Finset.range n, (z ^ k + z ^ (k + 2))
      = (∑ k ∈ Finset.range n, z ^ k) * (1 + z ^ 2) := by
    rw [Finset.sum_mul]
    refine Finset.sum_congr rfl fun k _ => ?_
    ring
  have h1 : 1 - z ≠ 0 := sub_ne_zero.mpr hz.symm
  rw [hs, ← h]
  unfold electronSplitting
  rw [← mul_div_assoc, div_eq_iff h1]
  ring

/-- The `n`-th moment is minus a finite sum of simple fractions, two for each power of `z`
below `n`. -/
theorem moment_eq_sum (n : ℕ) :
    moment n = -∑ k ∈ Finset.range n, (1 / ((k : ℝ) + 1) + 1 / ((k : ℝ) + 3)) := by
  have hne : ∀ᵐ z : ℝ, z ≠ 1 := by simp [ae_iff]
  have hpoly : moment n
      = ∫ z in (0 : ℝ)..1, -∑ k ∈ Finset.range n, (z ^ k + z ^ (k + 2)) :=
    intervalIntegral.integral_congr_ae (hne.mono fun z hz _ => integrand_eq n hz)
  rw [hpoly, intervalIntegral.integral_neg, intervalIntegral.integral_finsetSum
    (fun k _ => (by fun_prop : Continuous fun z : ℝ => z ^ k + z ^ (k + 2)).intervalIntegrable
      0 1)]
  congr 1
  refine Finset.sum_congr rfl fun k _ => ?_
  -- integrate each power of z
  rw [intervalIntegral.integral_add ((continuous_pow k).intervalIntegrable _ _)
    ((continuous_pow (k + 2)).intervalIntegrable _ _), integral_pow, integral_pow]
  have e : ((k + 2 : ℕ) : ℝ) + 1 = (k : ℝ) + 3 := by
    push_cast
    ring
  rw [e]
  simp

/-- The moments of the regularized electron splitting function in closed form, for every
natural `n`. -/
theorem moment_closed_form (n : ℕ) :
    ∫ z in (0 : ℝ)..1, (z ^ n - 1) * electronSplitting z
      = 3 / 2 + 1 / (((n : ℝ) + 1) * ((n : ℝ) + 2))
        - 2 * ∑ j ∈ Finset.Icc 1 (n + 1), 1 / (j : ℝ) := by
  change moment n = _
  rw [moment_eq_sum]
  induction n with
  | zero => norm_num
  | succ n ih =>
    -- partial fractions for the step from n to n + 1
    have key : -(1 / ((n : ℝ) + 1) + 1 / ((n : ℝ) + 3))
        = 1 / (((n : ℝ) + 1 + 1) * ((n : ℝ) + 1 + 2))
          - 1 / (((n : ℝ) + 1) * ((n : ℝ) + 2)) - 2 * (1 / ((n : ℝ) + 1 + 1)) := by
      have h1 : (n : ℝ) + 1 ≠ 0 := by positivity
      have h2 : (n : ℝ) + 2 ≠ 0 := by positivity
      have h3 : (n : ℝ) + 3 ≠ 0 := by positivity
      rw [show (n : ℝ) + 1 + 1 = n + 2 by ring, show (n : ℝ) + 1 + 2 = n + 3 by ring]
      field_simp
      ring
    rw [Finset.sum_range_succ, neg_add, ih,
      Finset.sum_Icc_succ_top (by omega : 1 ≤ n + 1 + 1)]
    push_cast
    linear_combination key

/-- For large `n` the moments fall like `-2 ln (n + 1)`, and the remainder tends to
`3/2 - 2γ` with `γ` the Euler–Mascheroni constant. -/
theorem moment_asymptotics :
    Tendsto (fun n : ℕ => moment n + 2 * Real.log ((n : ℝ) + 1)) atTop
      (𝓝 (3 / 2 - 2 * Real.eulerMascheroniConstant)) := by
  have s : Tendsto (fun n : ℕ => n + 1) atTop atTop := tendsto_add_atTop_nat 1
  have h0 : Tendsto (fun n : ℕ => 1 / ((n : ℝ) + 1)) atTop (𝓝 0) :=
    tendsto_one_div_add_atTop_nhds_zero_nat
  have h1 := Real.tendsto_harmonic_sub_log.comp s
  have h := ((h0.mul (h0.comp s)).const_add (3 / 2)).sub (h1.const_mul 2)
  rw [mul_zero, add_zero] at h
  refine h.congr fun n => ?_
  -- the sum in the closed form is a harmonic number
  have hh : ((harmonic (n + 1) : ℚ) : ℝ) = ∑ j ∈ Finset.Icc 1 (n + 1), 1 / (j : ℝ) := by
    simp [harmonic_eq_sum_Icc]
  have hm : moment n = 3 / 2 + 1 / (((n : ℝ) + 1) * ((n : ℝ) + 2))
      - 2 * ((harmonic (n + 1) : ℚ) : ℝ) := by
    rw [hh]
    exact moment_closed_form n
  have key : 1 / ((n : ℝ) + 1) * (1 / ((n : ℝ) + 1 + 1))
      = 1 / (((n : ℝ) + 1) * ((n : ℝ) + 2)) := by
    rw [div_mul_div_comm, one_mul, add_assoc (n : ℝ) 1 1, one_add_one_eq_two]
  rw [hm]
  simp only [Function.comp_apply, Nat.cast_add, Nat.cast_one]
  linear_combination key

end

end MomentAsymptotics
```

Compiling this gives:

```
Main.lean:95:86: error: unsolved goals
s : Tendsto (fun n => n + 1) atTop atTop
h0 : Tendsto (fun n => 1 / (↑n + 1)) atTop (𝓝 0)
h1 : Tendsto ((fun n => ↑(harmonic n) - Real.log ↑n) ∘ fun n => n + 1) atTop (𝓝 Real.eulerMascheroniConstant)
h :
  Tendsto
    (fun x =>
      3 / 2 + 1 / (↑x + 1) * ((fun n => 1 / (↑n + 1)) ∘ fun n => n + 1) x -
        2 * ((fun n => ↑(harmonic n) - Real.log ↑n) ∘ fun n => n + 1) x)
    atTop (𝓝 (3 / 2 - 2 * Real.eulerMascheroniConstant))
n : ℕ
⊢ ∑ x ∈ Finset.Icc 1 n, (↑x)⁻¹ + (↑n + 1)⁻¹ = ∑ x ∈ Finset.Icc 1 (n + 1), (↑x)⁻¹
```

Lean accepts the file once it reads:

```diff
@@ -94,5 +94,7 @@
   -- the sum in the closed form is a harmonic number
   have hh : ((harmonic (n + 1) : ℚ) : ℝ) = ∑ j ∈ Finset.Icc 1 (n + 1), 1 / (j : ℝ) := by
-    simp [harmonic_eq_sum_Icc]
+    rw [harmonic_eq_sum_Icc, Rat.cast_sum]
+    refine Finset.sum_congr rfl fun j _ => ?_
+    simp
   have hm : moment n = 3 / 2 + 1 / (((n : ℝ) + 1) * ((n : ℝ) + 2))
       - 2 * ((harmonic (n + 1) : ℚ) : ℝ) := by
```

Cause. The error lies in `hh`, which says that the harmonic number H_{n+1}, cast from the rationals to the reals, is the sum of 1/j for j from 1 to n + 1. The call `simp [harmonic_eq_sum_Icc]` was meant to turn `harmonic (n + 1)` into that sum. But `simp` also knows the recursion that splits H_{n+1} into H_n plus 1/(n + 1), and the remaining goal shows that it was applied first. Only H_n was then written as a sum, so the left side is a sum up to n plus a separate last term, while the right side is still one sum up to n + 1. The two are equal, but `simp` did not split the right side to match, and the goal stayed open.

The repair uses `rw [harmonic_eq_sum_Icc, Rat.cast_sum]`, which writes `harmonic (n + 1)` as a single sum before the recursion can act, and moves the cast inside it. Both sides now run over the same range, so `Finset.sum_congr` reduces the claim to one term at a time. The last `simp` only has to show that the cast inverse of j equals 1/j.
